# The sampling kernel of the Ising chain in zero field is e^(Kss′)/(2 cosh K)

The theorem `zero_field_kernel` concerns a classical Ising chain with spins s, s′ = ±1 on neighbouring sites, any real reduced coupling K (each bond has the weight e^(Kss′)) and no field. It states that the kernel T(s,s′) v(s′) / (p v(s)), built from the transfer matrix T, the vector v and the number p defined in the file, equals e^(Kss′)/(2 cosh K). The vector is unnormalised: in zero field both its components are e^(-K), where the unit vector would have 1/√2 twice, but the scale of v drops out of the kernel. The proof first evaluates the square root in the definitions of v and p at zero field and finds v and p from it. It then simplifies T, which doesn't involve the root, and finally cancels the common factor e^(-K).

In Lean, a first try:

```lean
import Mathlib

open Matrix

namespace IsingChainSampling

noncomputable section

variable {S : Type*} [Fintype S]

/-- The sampling kernel `P(s,t) = T(s,t) v(t) / (p v(s))` built from a transfer matrix `T`,
a vector `v` and a number `p`. -/
def chainKernel (T : Matrix S S ℝ) (v : S → ℝ) (p : ℝ) : Matrix S S ℝ :=
  Matrix.of fun s t => T s t * v t / (p * v s)

/-- The two values `+1` and `-1` of an Ising spin. -/
def spin : Fin 2 → ℝ := ![1, -1]

/-- The Ising transfer matrix with reduced coupling `K` and reduced field `h`. -/
def isingTransfer (K h : ℝ) : Matrix (Fin 2) (Fin 2) ℝ :=
  Matrix.of fun s t => Real.exp (K * spin s * spin t + h * (spin s + spin t) / 2)

/-- The square root `√((e^K sinh h)² + (e^(-K))²)`. -/
def isingRoot (K h : ℝ) : ℝ :=
  Real.sqrt ((Real.exp K * Real.sinh h) ^ 2 + Real.exp (-K) ^ 2)

/-- The number `e^K cosh h + √((e^K sinh h)² + (e^(-K))²)`. -/
def isingEigenvalue (K h : ℝ) : ℝ := Real.exp K * Real.cosh h + isingRoot K h

/-- The vector with components `e^(-K)` for spin up and
`√((e^K sinh h)² + (e^(-K))²) - e^K sinh h` for spin down. -/
def isingVector (K h : ℝ) : Fin 2 → ℝ :=
  ![Real.exp (-K), isingRoot K h - Real.exp K * Real.sinh h]

/-- In zero field the sampling kernel of the Ising chain is `e^(K * spin s * spin t) / (2 cosh K)`
for neighbouring sites in states `s` and `t`. -/
theorem zero_field_kernel (K : ℝ) (s t : Fin 2) :
    chainKernel (isingTransfer K 0) (isingVector K 0) (isingEigenvalue K 0) s t
      = Real.exp (K * spin s * spin t) / (2 * Real.cosh K) := by
  have r : isingRoot K 0 = Real.exp (-K) := by simp [isingRoot]
  have hv : ∀ i, isingVector K 0 i = Real.exp (-K) := by
    intro i
    fin_cases i <;> simp [isingVector, r]
  have hp : isingEigenvalue K 0 = 2 * Real.cosh K := by
    rw [isingEigenvalue, r, Real.cosh_zero, Real.cosh_eq]
    ring
  have hT : isingTransfer K 0 s t = Real.exp (K * spin s * spin t) := by
    simp [isingTransfer]
  simp only [chainKernel, Matrix.of_apply, hv, hp, hT]
  exact mul_div_mul_right _ _ (Real.exp_pos _).ne'

end

end IsingChainSampling
```

Lean reports:

```
Main.lean:40:44: error: unsolved goals
K : ℝ
s t : Fin 2
⊢ √(Real.exp (-K) ^ 2) = Real.exp (-K)
```

Cause. The error lies in the first step, the proof of `r`, which says that `isingRoot K 0` is `Real.exp (-K)`. With the definition unfolded, `simp` removes the field term, since sinh 0 = 0, and stops at `√(Real.exp (-K) ^ 2) = Real.exp (-K)`. This goal is true, but `simp` leaves it unproved. The square root of a² is |a| for real a, and it equals a only when a is not negative, so the last step needs the fact that the exponential is nonnegative.

The repair divides the work. The new statement `h0` asks `simp` only for the part it managed before, that `isingRoot K 0` equals the root of the square, and `rw [h0]` puts this form into the goal. Then `Real.sqrt_sq` removes root and square together, with the condition it needs supplied by `(Real.exp_pos _).le`, which weakens the positivity of the exponential to nonnegativity.

Fix (accepted with no message):

```diff
@@ -38,5 +38,8 @@
     chainKernel (isingTransfer K 0) (isingVector K 0) (isingEigenvalue K 0) s t
       = Real.exp (K * spin s * spin t) / (2 * Real.cosh K) := by
-  have r : isingRoot K 0 = Real.exp (-K) := by simp [isingRoot]
+  have r : isingRoot K 0 = Real.exp (-K) := by
+    have h0 : isingRoot K 0 = Real.sqrt (Real.exp (-K) ^ 2) := by simp [isingRoot]
+    rw [h0]
+    exact Real.sqrt_sq (Real.exp_pos _).le
   have hv : ∀ i, isingVector K 0 i = Real.exp (-K) := by
     intro i
```
